# Positive LMTO screening never lowers an on-site structure constant while α⁻¹ − S is positive definite

## Two atoms and one round trip

Take two atoms with one s orbital each. In the linear muffin-tin orbital (LMTO) method, the bare structure constants say how the tail of an orbital on one atom expands about the other. An orbital needs no such expansion about its own centre, so the bare matrix has only the coupling t between the atoms:

S = [ 0  t ; t  0 ].

Screening, with a suitable parameter a > 0, makes the orbitals short-ranged by subtracting a times the irregular solution from the tail functions. This replaces S by S (1 − a S)⁻¹. For the pair,

(1 − a S)⁻¹ = 1/(1 − (a t)²) · [ 1  a t ; a t  1 ],

and the first diagonal element of the product is

a t² / (1 − (a t)²).

An on-site element has appeared where there was none. Its numerator is a round trip: t to the neighbour, a there, t back. The eigenvalues of 1 − a S are 1 − a t and 1 + a t, so this matrix is positive definite exactly when (a t)² < 1. The new element is then nonnegative, and it is zero only if t = 0.

The same holds for any finite set of orbitals with Hermitian S: if the screening parameters are positive and α⁻¹ − S is positive definite, screening raises each diagonal element S_ii, or leaves it alone when the whole row i of S is zero. In the tight-binding LMTO Hamiltonian these elements contribute to the orbital energies, so for a finite cluster with zero bare diagonal the result fixes the sign of that contribution.

## The matrix and its screening parameters

Let i and j run over a finite set of orbitals, one per site in the simplest case, or site and angular momentum together. The matrix S has complex entries S_ij. An on-site element here always means a diagonal element S_ii; elements between different orbitals on the same site are not covered by the results.

```lean
import Mathlib

open Matrix
open scoped ComplexOrder

namespace LMTOScreening

noncomputable section

variable {n : Type*} [Fintype n] [DecidableEq n]
```

The letter `n` names the index set, not a number. Opening `ComplexOrder` gives inequalities between complex numbers a meaning: z ≤ w says that w − z is real and nonnegative. Each inequality between complex numbers below therefore also contains a statement about reality.

Give each orbital its own real parameter α_i, and write α also for the diagonal matrix of these numbers. The screened matrix is

S^α = S (1 − α S)⁻¹,

where the superscript is a label and not a power.

```lean
/-- The screened structure constants `S (1 - α S)⁻¹` with a screening parameter `α i` on each
site, for `1 - α S` invertible. -/
def screened (α : n → ℝ) (S : Matrix n n ℂ) : Matrix n n ℂ :=
  S * (1 - diagonal (fun i => (α i : ℂ)) * S)⁻¹
```

This fixes the sign convention: the minus sign stands in front of α S. Lean's inverse of a singular matrix is zero by convention, but the hypotheses of the theorems below exclude that case.

The positivity condition is placed on

K = α⁻¹ − S.

```lean
/-- The screening kernel `α⁻¹ - S`, for nonzero screening parameters. -/
def kernel (α : n → ℝ) (S : Matrix n n ℂ) : Matrix n n ℂ :=
  diagonal (fun i => (α i : ℂ)⁻¹) - S
```

The name `kernel` means this matrix and not a null space. K has the form of the LMTO secular matrix P − S, with α⁻¹ in the place of the potential function P. Requiring K to be positive definite limits the strength of the screening: if all α_i are turned up together from zero to their final values, K stays positive definite and 1 − α S never becomes singular on the way. The condition is assumed here, and has to be checked for a given structure and choice of α.

## Screening adds the term S K⁻¹ S

Since α α⁻¹ = 1, the matrix to be inverted factors:

1 − α S = α (α⁻¹ − S) = α K.

Its inverse is K⁻¹ α⁻¹. Insert this, and use α⁻¹ = K + S:

S^α = S K⁻¹ α⁻¹ = S K⁻¹ (K + S) = S + S K⁻¹ S.

This is exact, with no expansion in α.

```lean
/-- For nonzero screening parameters and an invertible kernel, the screened structure constants are
`S + S (α⁻¹ - S)⁻¹ S`. -/
theorem screened_eq_add (α : n → ℝ) (S : Matrix n n ℂ) (hα : ∀ i, α i ≠ 0)
    (hK : IsUnit (kernel α S).det) :
    screened α S = S + S * (kernel α S)⁻¹ * S := by
  have hDE : diagonal (fun i => (α i : ℂ)) * diagonal (fun i => (α i : ℂ)⁻¹) = 1 := by
    rw [diagonal_mul_diagonal, ← diagonal_one]
    congr 1
    funext i
    exact mul_inv_cancel₀ (Complex.ofReal_ne_zero.2 (hα i))
  have hE : diagonal (fun i => (α i : ℂ)⁻¹) = kernel α S + S := by
    rw [kernel, sub_add_cancel]
  -- factor `1 - α S = α (α⁻¹ - S)`
  have hfac : 1 - diagonal (fun i => (α i : ℂ)) * S
      = diagonal (fun i => (α i : ℂ)) * kernel α S := by
    rw [kernel, Matrix.mul_sub, hDE]
  have hinv : (1 - diagonal (fun i => (α i : ℂ)) * S)⁻¹
      = (kernel α S)⁻¹ * diagonal (fun i => (α i : ℂ)⁻¹) := by
    apply Matrix.inv_eq_right_inv
    rw [hfac, Matrix.mul_assoc, ← Matrix.mul_assoc (kernel α S),
      Matrix.mul_nonsing_inv _ hK, Matrix.one_mul, hDE]
  rw [screened, hinv, hE, Matrix.mul_add, Matrix.nonsing_inv_mul _ hK, Matrix.mul_add,
    Matrix.mul_one, Matrix.mul_assoc]
```

The theorem `screened_eq_add` needs only nonzero α_i and an invertible K, which Lean expresses by saying that the determinant is a unit. Neither Hermiticity nor positivity enters yet. In the proof, `hDE` is α α⁻¹ = 1, `hE` is α⁻¹ = K + S, `hfac` is the factorisation, and `hinv` confirms the proposed inverse by multiplying it from the left by 1 − α S. The last rewrite is the displayed line.

## The on-site correction is a quadratic form

Let s_i be column i of S, with components (s_i)_j = S_ji. Hermiticity gives S_ij = S_ji*, where the star is complex conjugation. For any matrix G,

(S G S)_ii = Σ_j Σ_k S_ij G_jk S_ki = Σ_j Σ_k (s_i)_j* G_jk (s_i)_k = s_i† G s_i.

```lean
omit [DecidableEq n] in
/-- For Hermitian `S` and any matrix `G`, the on-site element of `S G S` is the quadratic form
of `G` on the column of `S` that belongs to the site. -/
theorem onsite_quadratic (S G : Matrix n n ℂ) (hS : S.IsHermitian) (i : n) :
    (S * G * S) i i = star (fun j => S j i) ⬝ᵥ (G *ᵥ fun j => S j i) := by
  rw [Matrix.mul_assoc, Matrix.mul_apply]
  refine Finset.sum_congr rfl fun j _ => ?_
  rw [← hS.apply i j]
  rfl
```

On the right-hand side, `star` conjugates the column, `*ᵥ` applies a matrix to a vector and `⬝ᵥ` is the sum of products without conjugation, so the expression is s_i† G s_i. The proof compares the two sums term by term in j, and the only change needed is S_ij = S_ji*.

## Why no on-site element goes down

Put G = K⁻¹. The two preceding steps give

(S^α)_ii − S_ii = s_i† K⁻¹ s_i.

The inverse of a positive definite matrix is positive definite. To see it, take x ≠ 0 and set y = K⁻¹ x, which is also nonzero. Because K is Hermitian,

x† K⁻¹ x = (K y)† y = y† K y > 0.

The difference is therefore nonnegative, and it is zero exactly when s_i = 0. Since S_ij = S_ji*, column i vanishes exactly when row i does.

```lean
/-- For Hermitian `S`, positive screening parameters and positive definite `α⁻¹ - S`, screening
never lowers a diagonal (on-site) element, and leaves it unchanged exactly when the whole row of `S`
at that site is zero. -/
theorem onsite_le_screened (α : n → ℝ) (S : Matrix n n ℂ) (hS : S.IsHermitian)
    (hα : ∀ i, 0 < α i) (hK : (kernel α S).PosDef) (i : n) :
    S i i ≤ screened α S i i ∧ (screened α S i i = S i i ↔ ∀ j, S i j = 0) := by
  have hform : screened α S i i
      = S i i + star (fun j => S j i) ⬝ᵥ ((kernel α S)⁻¹ *ᵥ fun j => S j i) := by
    rw [screened_eq_add α S (fun k => (hα k).ne') hK.det_pos.ne'.isUnit, Matrix.add_apply,
      onsite_quadratic S _ hS]
  rw [hform]
  refine ⟨le_add_of_nonneg_right (hK.inv.posSemidef.dotProduct_mulVec_nonneg _), ?_⟩
  rw [add_eq_left]
  constructor
  · intro h j
    -- a positive definite form vanishes only on the zero column
    have hcol : (fun j => S j i) = 0 := by
      by_contra hne
      exact (hK.inv.dotProduct_mulVec_pos hne).ne' h
    have hj : S j i = 0 := congrFun hcol j
    rw [← hS.apply i j, hj, star_zero]
  · intro h
    have hcol : (fun j => S j i) = 0 := by
      funext j
      change S j i = 0
      rw [← hS.apply j i, h j, star_zero]
    rw [hcol, Matrix.mulVec_zero, dotProduct_zero]
```

The hypotheses of `onsite_le_screened` are a Hermitian S, positive α_i and a positive definite K; in Lean `PosDef` includes being Hermitian. The conclusion has two parts: S_ii ≤ (S^α)_ii, and equality if and only if S_ij = 0 for every j. As S_ii is real for Hermitian S, the screened element is real too.

The equation `hform` combines the two earlier theorems; the invertibility of K that it needs comes from its positive determinant. The inequality then follows from the nonnegativity of the form. For the equality case, `add_eq_left` reduces the claim to the vanishing of the form. If the column were nonzero, the form would be strictly positive, which is a contradiction; conversely, a zero row gives a zero column and hence a zero form.

The diagonal of S need not vanish in this theorem. A Bloch-summed matrix S(k) with finitely many orbitals per cell can therefore be used at a fixed wave vector k where its entries are finite; this excludes k = 0 for bare s orbitals with 1/R tails, whose lattice sum diverges there. The step left open is the one from such finite matrices to the real-space on-site element of an infinite crystal, which involves an average over all k.

## One parameter for all orbitals

Now let all α_i equal a > 0 and let the bare on-site elements vanish. Then

K = a⁻¹ − S = a⁻¹ (1 − a S),

and a positive factor does not affect positive definiteness. With S_ii = 0 the previous result becomes

[S (1 − a S)⁻¹]_ii ≥ 0,

with equality exactly when row i of S is zero.

```lean
/-- Uniform screening: for Hermitian `S` with zero diagonal, `a > 0` and `1 - a S` positive
definite, every diagonal (on-site) element of `S (1 - a S)⁻¹` is real and nonnegative, and it
vanishes exactly when the whole row of `S` at that site is zero. -/
theorem onsite_nonneg (a : ℝ) (S : Matrix n n ℂ) (hS : S.IsHermitian)
    (hdiag : ∀ i, S i i = 0) (ha : 0 < a) (hM : (1 - (a : ℂ) • S).PosDef) (i : n) :
    0 ≤ (S * (1 - (a : ℂ) • S)⁻¹) i i ∧
      ((S * (1 - (a : ℂ) • S)⁻¹) i i = 0 ↔ ∀ j, S i j = 0) := by
  have ha' : (a : ℂ) ≠ 0 := Complex.ofReal_ne_zero.2 ha.ne'
  have hpos : (0 : ℂ) < (a : ℂ)⁻¹ := by
    rw [← Complex.ofReal_inv]
    exact Complex.zero_lt_real.2 (inv_pos.2 ha)
  -- the kernel is `a⁻¹ (1 - a S)`
  have hker : kernel (fun _ => a) S = (a : ℂ)⁻¹ • (1 - (a : ℂ) • S) := by
    rw [kernel, smul_sub, smul_smul, inv_mul_cancel₀ ha', one_smul, smul_one_eq_diagonal]
  have hK : (kernel (fun _ => a) S).PosDef := by
    rw [hker]
    exact hM.smul hpos
  have h := onsite_le_screened (fun _ => a) S hS (fun _ => ha) hK i
  rw [screened, ← smul_eq_diagonal_mul, hdiag i] at h
  exact h
```

Here `a` is the screening parameter, not a lattice constant, and `(a : ℂ) • S` is the matrix S multiplied by that number. The condition `hM` is now stated for 1 − a S itself: the largest eigenvalue of S must lie below 1/a. The proof establishes the displayed factorisation as `hker`, carries positivity over to K, and applies `onsite_le_screened` to the constant function with value a.

## The trace detects any coupling

Return to orbital-dependent α_i, still with S_ii = 0. Summing over the orbitals gives

tr S^α = Σ_i (S^α)_ii ≥ 0.

If the sum is zero, each of its nonnegative terms is zero. Then every row of S vanishes, and S = 0.

```lean
/-- For Hermitian `S` with zero diagonal, positive screening parameters and positive definite
`α⁻¹ - S`, the trace of the screened structure constants is real and nonnegative, and it
vanishes only if `S = 0`. -/
theorem trace_screened_nonneg (α : n → ℝ) (S : Matrix n n ℂ) (hS : S.IsHermitian)
    (hdiag : ∀ i, S i i = 0) (hα : ∀ i, 0 < α i) (hK : (kernel α S).PosDef) :
    0 ≤ (screened α S).trace ∧ ((screened α S).trace = 0 → S = 0) := by
  have h0 : ∀ i, 0 ≤ screened α S i i := fun i => by
    have h := (onsite_le_screened α S hS hα hK i).1
    rwa [hdiag i] at h
  refine ⟨Finset.sum_nonneg fun i _ => h0 i, fun h => ?_⟩
  have hz := (Finset.sum_eq_zero_iff_of_nonneg fun i _ => h0 i).1 h
  ext i j
  refine (onsite_le_screened α S hS hα hK i).2.1 ?_ j
  rw [hdiag i]
  exact hz i (Finset.mem_univ i)
```

A single number thus tells whether a finite cluster has any bare coupling at all. In the proof, `h0` collects the inequalities for the single elements, `Finset.sum_eq_zero_iff_of_nonneg` passes from a zero sum to zero terms, and the equality case of `onsite_le_screened` turns each zero term into a zero row.

## Screening that is too strong

The two-atom matrix also shows what happens without positive definiteness.

```lean
/-- The structure constants of two sites with real coupling `t`. -/
def dimer (t : ℝ) : Matrix (Fin 2) (Fin 2) ℂ := !![0, (t : ℂ); (t : ℂ), 0]
```

The index set `Fin 2` has the elements 0 and 1, so the first atom carries the index 0. The coupling `t` is a real structure constant of either sign, not a hopping energy.

For (a t)² ≠ 1 set c = 1/(1 − (a t)²). The inverse quoted at the start is confirmed by multiplication:

[ 1  −a t ; −a t  1 ] · [ c  c a t ; c a t  c ] = [ c (1 − (a t)²)  0 ; 0  c (1 − (a t)²) ] = 1.

The first row of S is (0, t), and the first column of the inverse is (c, c a t). Their product is

0 · c + t · c a t = a t² / (1 − (a t)²).

```lean
/-- For two sites with `(a t)² ≠ 1`, the screened on-site element at the first site is
`a t² / (1 - (a t)²)`. -/
theorem dimer_onsite (a t : ℝ) (h : (a * t) ^ 2 ≠ 1) :
    (dimer t * (1 - (a : ℂ) • dimer t)⁻¹) 0 0
      = ((a * t ^ 2 / (1 - (a * t) ^ 2) : ℝ) : ℂ) := by
  have h' : 1 - ((a : ℂ) * t) ^ 2 ≠ 0 := by
    exact_mod_cast sub_ne_zero.2 h.symm
  have hc := inv_mul_cancel₀ h'
  push_cast
  rw [div_eq_mul_inv]
  generalize (1 - ((a : ℂ) * t) ^ 2)⁻¹ = c at hc ⊢
  have hM : 1 - (a : ℂ) • dimer t = !![1, -((a : ℂ) * t); -((a : ℂ) * t), 1] := by
    ext i j
    fin_cases i <;> fin_cases j <;> simp [dimer]
  -- the explicit inverse of the two-site matrix
  have hinv : (1 - (a : ℂ) • dimer t)⁻¹ = !![c, c * (a * t); c * (a * t), c] := by
    apply Matrix.inv_eq_right_inv
    have e1 : 1 * c + -((a : ℂ) * t) * (c * (a * t)) = 1 := by linear_combination hc
    have e2 : 1 * (c * ((a : ℂ) * t)) + -((a : ℂ) * t) * c = 0 := by ring
    have e3 : -((a : ℂ) * t) * c + 1 * (c * (a * t)) = 0 := by ring
    have e4 : -((a : ℂ) * t) * (c * (a * t)) + 1 * c = 1 := by linear_combination hc
    rw [hM, Matrix.mul_fin_two, e1, e2, e3, e4, Matrix.one_fin_two]
  rw [hinv, dimer, Matrix.mul_fin_two]
  change (0 : ℂ) * c + t * (c * (a * t)) = _
  ring
```

The proof keeps c as a symbol of which only c (1 − (a t)²) = 1 is known. The equations `e1` to `e4` are the four entries of the matrix product: the diagonal ones use that relation, while the off-diagonal ones cancel identically.

Now let (a t)² > 1. This forces t ≠ 0, so the numerator a t² is positive while the denominator 1 − (a t)² is negative. With a = 1 and t = 2, numbers chosen for easy arithmetic and not as realistic LMTO values, the on-site element is

4 / (1 − 4) = −4/3.

```lean
/-- For two sites with `a > 0` and `(a t)² > 1`, the screened on-site element at the first site has
negative real part. -/
theorem dimer_onsite_neg (a t : ℝ) (ha : 0 < a) (h : 1 < (a * t) ^ 2) :
    ((dimer t * (1 - (a : ℂ) • dimer t)⁻¹) 0 0).re < 0 := by
  rw [dimer_onsite a t h.ne', Complex.ofReal_re]
  have ht : t ≠ 0 := by
    rintro rfl
    norm_num at h
  exact div_neg_of_pos_of_neg (by positivity) (by linarith)

end

end LMTOScreening
```

The matrix S is still Hermitian with zero diagonal, a is positive, and 1 − a S is invertible, since its determinant 1 − (a t)² is not zero. Invertibility of 1 − a S is thus not enough for the sign result. The theorem states the negativity for the real part, written `.re`; the proof inserts the closed formula and reads off the signs of numerator and denominator.

For a finite cluster with zero bare diagonal and positive uniform screening, a negative on-site element in a correctly computed screened matrix therefore means that 1 − a S is not positive definite.

```lean
#print axioms LMTOScreening.onsite_le_screened
-- 'LMTOScreening.onsite_le_screened' depends on axioms: [propext, Classical.choice, Quot.sound]
#print axioms LMTOScreening.onsite_nonneg
-- 'LMTOScreening.onsite_nonneg' depends on axioms: [propext, Classical.choice, Quot.sound]
#print axioms LMTOScreening.trace_screened_nonneg
-- 'LMTOScreening.trace_screened_nonneg' depends on axioms: [propext, Classical.choice, Quot.sound]
#print axioms LMTOScreening.dimer_onsite_neg
-- 'LMTOScreening.dimer_onsite_neg' depends on axioms: [propext, Classical.choice, Quot.sound]
```
